# A rigid body's laboratory angular momentum is constant exactly when Euler's torque-free equation holds

A simulation of a freely rotating rigid molecule can advance the angular velocity in the body frame, where the inertia matrix is constant, and then test the run by rotating the angular momentum into the laboratory frame and looking for drift. The test uses one direction of an equivalence, namely that Euler's equation implies a constant angular momentum. Let R(t) be the orientation, w(t) the angular velocity in body components, and J the constant body inertia matrix. Then

R J w is constant in time ⇔ J w' + w × (J w) = 0 at all times.

This is a statement about the exact motion of a single rigid body in continuous time. A run can still drift because of the time-stepping or rounding, and also because of a mistake in the program.

```lean
import Mathlib

open Matrix

namespace RigidBodyEuler

noncomputable section
```

## Orientation, angular velocity and angular momentum

Components are numbered 0, 1, 2 throughout. To a vector v belongs the antisymmetric matrix

[v] = ( 0, −v₂, v₁ ; v₂, 0, −v₀ ; −v₁, v₀, 0 ),

with rows separated by semicolons.

```lean
/-- The antisymmetric matrix `[v]` of a vector `v` in three dimensions. -/
def hat (v : Fin 3 → ℝ) : Matrix (Fin 3) (Fin 3) ℝ :=
  !![0, -v 2, v 1; v 2, 0, -v 0; -v 1, v 0, 0]
```

The matrix R takes body components to laboratory components, so its columns are the body axes as seen in the laboratory. The body turns according to

R' = R [w].

In Lean, `R` is a function from real time to 3×3 real matrices, and `Kinematics R w` says that every entry of `R` has the corresponding entry of R [w] as its derivative, at every real time.

The order of the factors matters. For a rotation R, the form with the matrix on the left is R' = [Ω] R, where Ω = R w holds the laboratory components. Putting the body components w there by mistake gives (R J w)' = R J w' + w × (R J w), and setting this to zero does not in general give Euler's equation. Lean would accept the swapped product as a definition, since both products are 3×3 matrices.

```lean
/-- The kinematic equation `R' = R [w]`, entry by entry, for the orientation `R` and the
angular velocity `w` in the body frame. -/
def Kinematics (R : ℝ → Matrix (Fin 3) (Fin 3) ℝ) (w : ℝ → Fin 3 → ℝ) : Prop :=
  ∀ t i j, HasDerivAt (fun s => R s i j) ((R t * hat (w t)) i j) t
```

The angular momentum has body components J w and laboratory components

L = R J w.

Here `*ᵥ` is a matrix acting on a vector. That `J` does not depend on time expresses rigidity: the nuclei keep their places in the body frame, and vibration is left out. The equivalence holds for any constant real matrix `J`, although a physical inertia matrix is symmetric. It may be singular, as it is for a linear molecule.

```lean
/-- The angular momentum `R J w` in the laboratory frame, for the body inertia matrix `J`. -/
def labMomentum (R : ℝ → Matrix (Fin 3) (Fin 3) ℝ) (J : Matrix (Fin 3) (Fin 3) ℝ)
    (w : ℝ → Fin 3 → ℝ) (t : ℝ) : Fin 3 → ℝ :=
  R t *ᵥ (J *ᵥ w t)
```

The rotational kinetic energy is

E = ½ w · J w.

```lean
/-- The rotational kinetic energy `v · J v / 2` at the angular velocity `v`. -/
def kineticEnergy (J : Matrix (Fin 3) (Fin 3) ℝ) (v : Fin 3 → ℝ) : ℝ :=
  1 / 2 * (v ⬝ᵥ (J *ᵥ v))
```

A body turning about its third axis at constant rate c will serve as an example. Its orientation is

R(t) = ( cos ct, −sin ct, 0 ; sin ct, cos ct, 0 ; 0, 0, 1 ).

```lean
/-- The orientation of a body turning about its third axis at the constant rate `c`. -/
def spin (c t : ℝ) : Matrix (Fin 3) (Fin 3) ℝ :=
  !![Real.cos (c * t), -Real.sin (c * t), 0; Real.sin (c * t), Real.cos (c * t), 0; 0, 0, 1]
```

## The cross product as a matrix

Multiplying out the first component gives

([v] x)₀ = −v₂ x₁ + v₁ x₂ = (v × x)₀,

and the other two follow in the same way, so [v] x = v × x. Lean checks the three components separately. The declarations at the top also introduce `a`, which will stand for the angular acceleration w'.

```lean
variable {R : ℝ → Matrix (Fin 3) (Fin 3) ℝ} {w a : ℝ → Fin 3 → ℝ}
  {J : Matrix (Fin 3) (Fin 3) ℝ}

/-- The matrix `[v]` acts on vectors as the cross product with `v`. -/
theorem hat_mulVec (v x : Fin 3 → ℝ) : hat v *ᵥ x = v ⨯₃ x := by
  ext i
  fin_cases i <;> simp [hat, cross_apply, Matrix.mulVec, dotProduct, Fin.sum_univ_three] <;> ring
```

When [v] stands on the right of a matrix A, it acts on the rows. If r is row i of A, then row i of A [v] is r × v:

(A [v])ᵢ₀ = Aᵢ₁ v₂ − Aᵢ₂ v₁,
(A [v])ᵢ₁ = Aᵢ₂ v₀ − Aᵢ₀ v₂,
(A [v])ᵢ₂ = Aᵢ₀ v₁ − Aᵢ₁ v₀.

```lean
/-- Each row of `A [v]` is the cross product of the same row of `A` with `v`. -/
theorem mul_hat_apply (A : Matrix (Fin 3) (Fin 3) ℝ) (v : Fin 3 → ℝ) (i : Fin 3) :
    (A * hat v) i 0 = A i 1 * v 2 - A i 2 * v 1 ∧
    (A * hat v) i 1 = A i 2 * v 0 - A i 0 * v 2 ∧
    (A * hat v) i 2 = A i 0 * v 1 - A i 1 * v 0 := by
  refine ⟨?_, ?_, ?_⟩ <;> simp [hat, Matrix.mul_apply, Fin.sum_univ_three] <;> ring
```

## Orthogonality is preserved

It is enough to assume R Rᵀ = 1 at time zero. Since [w]ᵀ = −[w],

(R Rᵀ)' = R [w] Rᵀ + R [w]ᵀ Rᵀ = R ([w] − [w]) Rᵀ = 0,

and R Rᵀ keeps its initial value. The proof does this entry by entry. With rᵢ and rⱼ the rows of R, the derivative of rᵢ · rⱼ is

(rᵢ × w) · rⱼ + rᵢ · (rⱼ × w) = 0,

which `ring` confirms once the row formulas are inserted. The lemma `is_const_of_deriv_eq_zero` then turns the zero derivative into constancy. The determinant is not required to be +1, so the theorems cover rotations and also improper orthogonal matrices.

```lean
/-- An orientation matrix that is orthogonal at time zero stays orthogonal under `R' = R [w]`. -/
theorem orthogonal_of_initial (hR : Kinematics R w) (h0 : R 0 * (R 0)ᵀ = 1) (t : ℝ) :
    R t * (R t)ᵀ = 1 := by
  ext i j
  -- every entry of `R Rᵀ` has zero derivative
  have hd : ∀ s, HasDerivAt (fun u => (R u * (R u)ᵀ) i j) 0 s := by
    intro s
    have h := (((hR s i 0).fun_mul (hR s j 0)).fun_add
      ((hR s i 1).fun_mul (hR s j 1))).fun_add ((hR s i 2).fun_mul (hR s j 2))
    simp only [Matrix.mul_apply, Matrix.transpose_apply, Fin.sum_univ_three]
    refine h.congr_deriv ?_
    obtain ⟨a0, a1, a2⟩ := mul_hat_apply (R s) (w s) i
    obtain ⟨b0, b1, b2⟩ := mul_hat_apply (R s) (w s) j
    simp only [a0, a1, a2, b0, b1, b2]
    ring
  have hc : (R t * (R t)ᵀ) i j = (R 0 * (R 0)ᵀ) i j :=
    is_const_of_deriv_eq_zero (f := fun u => (R u * (R u)ᵀ) i j)
      (fun s => (hd s).differentiableAt) (fun s => (hd s).deriv) t 0
  rw [hc, h0]
```

## The gyroscopic term

Because J is constant, each body component of the angular momentum obeys

(J w)ₖ' = Jₖ₀ a₀ + Jₖ₁ a₁ + Jₖ₂ a₂ = (J a)ₖ.

The hypothesis `hw` says that w is differentiable at every time, with derivative `a t`.

```lean
/-- For a constant inertia matrix, the body components of `J w` change at the rate `J w'`. -/
theorem hasDerivAt_bodyMomentum (hw : ∀ t, HasDerivAt w (a t) t) (t : ℝ) (k : Fin 3) :
    HasDerivAt (fun u => (J *ᵥ w u) k) ((J *ᵥ a t) k) t := by
  have hi := hasDerivAt_pi.1 (hw t)
  have h := (((hi 0).const_mul (J k 0)).fun_add ((hi 1).const_mul (J k 1))).fun_add
    ((hi 2).const_mul (J k 2))
  simpa only [Matrix.mulVec, dotProduct, Fin.sum_univ_three] using h
```

The product rule now gives

L' = R' J w + R J a
 = R [w] J w + R J a
 = R (J a + w × J w).

The term w × J w comes from the rotation of the body axes. In Lean, `h` is the product rule for one component of L, and the final `ring` matches it to the right-hand side. Orthogonality is not needed yet.

```lean
/-- The laboratory angular momentum changes at the rate `R (J w' + w × J w)`. -/
theorem hasDerivAt_labMomentum (hR : Kinematics R w) (hw : ∀ t, HasDerivAt w (a t) t) (t : ℝ) :
    HasDerivAt (labMomentum R J w) (R t *ᵥ (J *ᵥ a t + w t ⨯₃ (J *ᵥ w t))) t := by
  rw [hasDerivAt_pi]
  intro i
  have hJ := hasDerivAt_bodyMomentum (J := J) hw t
  have h := (((hR t i 0).fun_mul (hJ 0)).fun_add ((hR t i 1).fun_mul (hJ 1))).fun_add
    ((hR t i 2).fun_mul (hJ 2))
  have hfun : (fun u => labMomentum R J w u i) = fun u =>
      R u i 0 * (J *ᵥ w u) 0 + R u i 1 * (J *ᵥ w u) 1 + R u i 2 * (J *ᵥ w u) 2 := by
    funext u
    simp only [labMomentum, Matrix.mulVec, dotProduct, Fin.sum_univ_three]
  rw [hfun]
  refine h.congr_deriv ?_
  -- moving `[w]` from the rotation to the momentum produces the gyroscopic term
  obtain ⟨a0, a1, a2⟩ := mul_hat_apply (R t) (w t) i
  rw [a0, a1, a2]
  simp only [Matrix.mulVec, dotProduct, Fin.sum_univ_three, Pi.add_apply, cross_apply,
    Matrix.cons_val_zero, Matrix.cons_val_one, Matrix.cons_val]
  ring
```

## Euler's equation with a torque

Suppose L' = N. Then R (J a + w × J w) = N, and multiplying by Rᵀ gives

J a + w × J w = Rᵀ N.

Conversely, if this holds, then L' = R Rᵀ N = N. The first direction uses Rᵀ R = 1 and the second R Rᵀ = 1; for square matrices each implies the other, which is the role of `mul_eq_one_comm`. The first direction also needs the uniqueness of derivatives, supplied by `unique`.

In the theorem, `N` is any vector function of time. In mechanics, L' equals the applied torque, taken about the centre of mass or a fixed point. With that torque as `N`, the right-hand side Rᵀ N holds its body components.

```lean
/-- The laboratory angular momentum changes at the rate `N` at all times exactly when `J w' + w × J
w = Rᵀ N` at all times. -/
theorem torque_iff (hR : Kinematics R w) (h0 : R 0 * (R 0)ᵀ = 1)
    (hw : ∀ t, HasDerivAt w (a t) t) (N : ℝ → Fin 3 → ℝ) :
    (∀ t, HasDerivAt (labMomentum R J w) (N t) t) ↔
      ∀ t, J *ᵥ a t + w t ⨯₃ (J *ᵥ w t) = (R t)ᵀ *ᵥ N t := by
  constructor
  · intro h t
    have hu := (hasDerivAt_labMomentum (J := J) hR hw t).unique (h t)
    rw [← hu, Matrix.mulVec_mulVec, mul_eq_one_comm.1 (orthogonal_of_initial hR h0 t),
      Matrix.one_mulVec]
  · intro h t
    have hd := hasDerivAt_labMomentum (J := J) hR hw t
    rwa [h t, Matrix.mulVec_mulVec, orthogonal_of_initial hR h0 t, Matrix.one_mulVec] at hd
```

## Constant angular momentum

Setting N = 0 makes the right-hand side Rᵀ N vanish, so

L' = 0 at all times ⇔ J a + w × J w = 0 at all times.

A constant function has zero derivative, and a function on the real line with zero derivative is constant. These two facts replace L' = 0 by L(t) = L(0), and they are the two branches of the proof after `rw [← key]`.

In words, the theorem takes an orientation that obeys R' = R [w] and is orthogonal at time zero, a differentiable w with derivative a, and any constant J. It concludes that L(t) = L(0) for every real t if and only if Euler's torque-free equation holds for every real t. The motion is given from the start; the theorem does not construct a solution from initial data.

```lean
/-- The laboratory angular momentum `R J w` is constant in time if and only if Euler's
torque-free equation `J w' + w × J w = 0` holds at all times. -/
theorem labMomentum_const_iff (hR : Kinematics R w) (h0 : R 0 * (R 0)ᵀ = 1)
    (hw : ∀ t, HasDerivAt w (a t) t) :
    (∀ t, labMomentum R J w t = labMomentum R J w 0) ↔
      ∀ t, J *ᵥ a t + w t ⨯₃ (J *ᵥ w t) = 0 := by
  have key := torque_iff (J := J) hR h0 hw (fun _ => 0)
  simp only [Matrix.mulVec_zero] at key
  rw [← key]
  constructor
  · intro h t
    have hfun : labMomentum R J w = fun _ => labMomentum R J w 0 := funext h
    rw [hfun]
    exact hasDerivAt_const t _
  · intro h t
    exact is_const_of_deriv_eq_zero (fun s => (h s).differentiableAt) (fun s => (h s).deriv) t 0
```

## Principal axes

If the body axes are principal axes, J is diagonal with moments I₀, I₁, I₂. For an angular velocity v and an angular acceleration b, the first component of the torque-free equation is

I₀ b₀ + v₁ I₂ v₂ − v₂ I₁ v₁ = 0,

and the three components together read

I₀ b₀ = (I₁ − I₂) v₁ v₂,
I₁ b₁ = (I₂ − I₀) v₂ v₀,
I₂ b₂ = (I₀ − I₁) v₀ v₁.

This is algebra at a single instant, so `v` and `b` are plain vectors. The letter `I` denotes the list of moments, and `diagonal I` is the inertia matrix.

```lean
/-- In principal axes with moments `I 0, I 1, I 2`, the torque-free equation is the
set of three scalar Euler equations. -/
theorem principal_axes_iff (I v b : Fin 3 → ℝ) :
    diagonal I *ᵥ b + v ⨯₃ (diagonal I *ᵥ v) = 0 ↔
      I 0 * b 0 = (I 1 - I 2) * v 1 * v 2 ∧
      I 1 * b 1 = (I 2 - I 0) * v 2 * v 0 ∧
      I 2 * b 2 = (I 0 - I 1) * v 0 * v 1 := by
  constructor
  · intro h
    have h0 := congrFun h 0
    have h1 := congrFun h 1
    have h2 := congrFun h 2
    simp only [Pi.add_apply, Matrix.mulVec_diagonal, cross_apply, Pi.zero_apply,
      Matrix.cons_val_zero, Matrix.cons_val_one, Matrix.cons_val] at h0 h1 h2
    exact ⟨by linear_combination h0, by linear_combination h1, by linear_combination h2⟩
  · rintro ⟨h0, h1, h2⟩
    ext i
    fin_cases i
    · simp [Matrix.mulVec_diagonal, cross_apply]
      linear_combination h0
    · simp [Matrix.mulVec_diagonal, cross_apply]
      linear_combination h1
    · simp [Matrix.mulVec_diagonal, cross_apply]
      linear_combination h2
```

## Conservation of kinetic energy

For symmetric J we have a · J w = w · J a, and therefore

E' = ½ (a · J w + w · J a) = w · J a.

Taking the dot product of the torque-free equation with w gives

w · J a = −w · (w × J w) = 0,

because w × J w is perpendicular to w. Hence E is constant. In the proof, `sym` is the symmetry step and `p` the vanishing of w · J a, and `linear_combination` adds them with the weights ½ and 1. The orientation R does not enter, so the energy can be monitored from the body-frame variables alone.

```lean
/-- For a symmetric inertia matrix, Euler's torque-free equation conserves the rotational
kinetic energy. -/
theorem kineticEnergy_const (hJ : Jᵀ = J) (hw : ∀ t, HasDerivAt w (a t) t)
    (hE : ∀ t, J *ᵥ a t + w t ⨯₃ (J *ᵥ w t) = 0) (t : ℝ) :
    kineticEnergy J (w t) = kineticEnergy J (w 0) := by
  have hd : ∀ s, HasDerivAt (fun u => kineticEnergy J (w u)) 0 s := by
    intro s
    have hi := hasDerivAt_pi.1 (hw s)
    have hm := hasDerivAt_bodyMomentum (J := J) hw s
    have h := ((((hi 0).fun_mul (hm 0)).fun_add ((hi 1).fun_mul (hm 1))).fun_add
      ((hi 2).fun_mul (hm 2))).const_mul (1 / 2 : ℝ)
    have sym : a s ⬝ᵥ (J *ᵥ w s) = w s ⬝ᵥ (J *ᵥ a s) := by
      rw [Matrix.dotProduct_mulVec, ← Matrix.mulVec_transpose, hJ, dotProduct_comm]
    -- the gyroscopic term is perpendicular to `w`, so `w · J w'` vanishes
    have p : w s ⬝ᵥ (J *ᵥ a s) = 0 := by
      have q := congrArg (fun x => w s ⬝ᵥ x) (hE s)
      simpa only [dotProduct_add, dot_self_cross, add_zero, dotProduct_zero] using q
    simp only [dotProduct, Fin.sum_univ_three] at sym p
    simp only [kineticEnergy, dotProduct, Fin.sum_univ_three]
    refine h.congr_deriv ?_
    linear_combination (1 / 2 : ℝ) * sym + p
  exact is_const_of_deriv_eq_zero (f := fun u => kineticEnergy J (w u))
    (fun s => (hd s).differentiableAt) (fun s => (hd s).deriv) t 0
```

## Steady spin about a principal axis

For the steady spin introduced earlier, w = (0, 0, c) and a = 0. Differentiating R gives

R' = ( −c sin ct, −c cos ct, 0 ; c cos ct, −c sin ct, 0 ; 0, 0, 0 ) = R [w],

and R(0) is the identity, which is orthogonal. With diagonal J, the angular momentum J w = (0, 0, I₂ c) is parallel to w, so w × J w = 0 and Euler's equation holds. Since w is constant, its derivative is the zero vector used for the acceleration. The motion thus meets every assumption of the equivalence, for any rate c and any three moments.

```lean
/-- Steady spin about the third principal axis satisfies the kinematic equation, starts from
an orthogonal matrix, and obeys Euler's torque-free equation with zero angular acceleration. -/
theorem spin_witness (c : ℝ) (I : Fin 3 → ℝ) :
    Kinematics (spin c) (fun _ => ![0, 0, c]) ∧ spin c 0 * (spin c 0)ᵀ = 1 ∧
      diagonal I *ᵥ (0 : Fin 3 → ℝ) + ![0, 0, c] ⨯₃ (diagonal I *ᵥ ![0, 0, c]) = 0 := by
  refine ⟨?_, ?_, (principal_axes_iff I _ 0).2 (by simp)⟩
  · intro t i j
    have hl : HasDerivAt (fun s : ℝ => c * s) c t := by
      simpa using (hasDerivAt_id t).const_mul c
    have hs := hl.sin
    have hc := hl.cos
    fin_cases i <;> fin_cases j
    · simpa [spin, hat, Matrix.mul_apply, Fin.sum_univ_three] using hc
    · simpa [spin, hat, Matrix.mul_apply, Fin.sum_univ_three] using hs.fun_neg
    · simp [spin, hat, Matrix.mul_apply, Fin.sum_univ_three, hasDerivAt_const]
    · simpa [spin, hat, Matrix.mul_apply, Fin.sum_univ_three] using hs
    · simpa [spin, hat, Matrix.mul_apply, Fin.sum_univ_three] using hc
    all_goals simp [spin, hat, Matrix.mul_apply, Fin.sum_univ_three, hasDerivAt_const]
  · ext i j
    fin_cases i <;> fin_cases j <;> simp [spin, Matrix.mul_apply, Fin.sum_univ_three]

end

end RigidBodyEuler
```

```lean
#print axioms RigidBodyEuler.hat_mulVec
#print axioms RigidBodyEuler.labMomentum_const_iff
#print axioms RigidBodyEuler.kineticEnergy_const
```

```
'RigidBodyEuler.hat_mulVec' depends on axioms: [propext, Classical.choice, Quot.sound]
'RigidBodyEuler.labMomentum_const_iff' depends on axioms: [propext, Classical.choice, Quot.sound]
'RigidBodyEuler.kineticEnergy_const' depends on axioms: [propext, Classical.choice, Quot.sound]
```
